# The squared spin of a Hermitian projector density matrix is at least m(m + 1), with m the absolute mean z spin

## Spin operators, density matrix and squared spin

Let `n` be a finite set of orthonormal spatial orbitals. A spin orbital has an index in `n × Fin 2`, where spin index 0 is up and 1 is down, and $\hbar = 1$.

```lean
import Mathlib

open Matrix
open Complex (I)
open scoped Kronecker

namespace DeterminantSpinBound

noncomputable section

variable {n : Type*} [Fintype n] [DecidableEq n]
```

The axes $x, y, z$ are numbered $k = 0, 1, 2$.

```lean
/-- The three Pauli matrices, in the order x, y, z. -/
def pauli : Fin 3 → Matrix (Fin 2) (Fin 2) ℂ :=
  ![!![0, 1; 1, 0], !![0, -I; I, 0], !![1, 0; 0, -1]]
```

The one-electron spin operator $s_k = 1 \otimes \sigma_k/2$ acts on spin alone.

```lean
/-- The one-electron spin operator `1 ⊗ σ_k / 2` on orbital times spin indices. -/
def spin (n : Type*) [DecidableEq n] (k : Fin 3) : Matrix (n × Fin 2) (n × Fin 2) ℂ :=
  (1 / 2 : ℂ) • ((1 : Matrix n n ℂ) ⊗ₖ pauli k)
```

The ladder operators are $s_\pm = s_0 \pm i s_1$.

```lean
/-- The spin raising operator `s_x + i s_y`. -/
def raiseOp (n : Type*) [DecidableEq n] : Matrix (n × Fin 2) (n × Fin 2) ℂ :=
  spin n 0 + I • spin n 1

/-- The spin lowering operator `s_x - i s_y`. -/
def lowerOp (n : Type*) [DecidableEq n] : Matrix (n × Fin 2) (n × Fin 2) ℂ :=
  spin n 0 - I • spin n 1
```

For a one-particle density matrix $\gamma$, write $F(A,B) = \mathrm{tr}(\gamma A (1-\gamma) B)$.

```lean
/-- The exchange-type term `tr(γ A (1 - γ) B)`. -/
def fluct (γ A B : Matrix (n × Fin 2) (n × Fin 2) ℂ) : ℂ :=
  trace (γ * A * (1 - γ) * B)
```

The squared spin is $S_2(\gamma) = \sum_k [\mathrm{tr}(\gamma s_k)^2 + F(s_k,s_k)]$. For a Slater determinant this is the expectation value of $\hat S^2$: the first term is the squared mean of the total spin component, the second its variance. That identification comes from Wick's theorem and is built into the definition; no many-electron state is constructed.

```lean
/-- The sum `∑ₖ (tr(γ s_k)² + tr(γ s_k (1 - γ) s_k))`, called the squared spin of `γ`; it is the
mean total squared spin when `γ` is the density matrix of a Slater determinant. -/
def spinSq (γ : Matrix (n × Fin 2) (n × Fin 2) ℂ) : ℂ :=
  ∑ k : Fin 3, (trace (γ * spin n k) ^ 2 + fluct γ (spin n k) (spin n k))
```

Two real numbers complete the notation: the mean spin $r_k = \mathrm{Re}\,\mathrm{tr}(\gamma s_k)$, and the leakage $L(A) = \sum_{ij} |((1-\gamma)A\gamma)_{ij}|^2$, which measures how far $A$ carries occupied orbitals out of the occupied space.

```lean
/-- The real part of `tr(γ s_k)`, the mean spin along axis `k`. -/
def spinMean (γ : Matrix (n × Fin 2) (n × Fin 2) ℂ) (k : Fin 3) : ℝ :=
  (trace (γ * spin n k)).re

/-- The squared Frobenius norm of `(1 - γ) A γ`, which for a Hermitian idempotent `γ` is the part of
`A` leading out of the occupied space. -/
def leak (γ A : Matrix (n × Fin 2) (n × Fin 2) ℂ) : ℝ :=
  ∑ i, ∑ j, ‖((1 - γ) * A * γ) i j‖ ^ 2
```

The result is that if $\gamma$ is Hermitian and $\gamma^2 = \gamma$, then $S_2(\gamma)$ is real and
$$S_2(\gamma) \ge m(m+1), \qquad m = |\mathrm{tr}(\gamma s_2)|.$$
Here $m$ is the size of a mean value and need not be a multiple of $1/2$. The electron number is not prescribed, and $\gamma$ may mix up and down spin. In electronic structure terms, a single determinant in a finite basis, even a non-collinear one, never has negative spin contamination relative to $m(m+1)$.

Three conditions carry the argument: the spin algebra, fixed by the definitions, and the two assumptions on $\gamma$.

## The spin algebra supplies the term linear in m

The $s_k$ are the components of an angular momentum: they are Hermitian and satisfy $[s_0,s_1] = i s_2$ and its cyclic versions. In Lean, `spin_comm` reduces each commutator to a product of Pauli matrices and checks the entries. Only the first relation is needed later.

```lean
omit [Fintype n] in
/-- The spin operators are Hermitian. -/
theorem spin_herm (k : Fin 3) : (spin n k)ᴴ = spin n k := by
  have hp : (pauli k)ᴴ = pauli k := by
    fin_cases k <;> ext i j <;> fin_cases i <;> fin_cases j <;> simp [pauli]
  have h2 : star (1 / 2 : ℂ) = 1 / 2 := by simp
  rw [spin, conjTranspose_smul, conjTranspose_kronecker, conjTranspose_one, hp, h2]

/-- The spin operators obey the angular momentum commutation relations. -/
theorem spin_comm :
    spin n 0 * spin n 1 - spin n 1 * spin n 0 = I • spin n 2 ∧
    spin n 1 * spin n 2 - spin n 2 * spin n 1 = I • spin n 0 ∧
    spin n 2 * spin n 0 - spin n 0 * spin n 2 = I • spin n 1 := by
  have lift : ∀ a b c : Fin 3, pauli a * pauli b = pauli b * pauli a + (2 * I) • pauli c →
      spin n a * spin n b - spin n b * spin n a = I • spin n c := by
    intro a b c h
    have h' : ((1 : Matrix n n ℂ) ⊗ₖ pauli a) * ((1 : Matrix n n ℂ) ⊗ₖ pauli b)
        = ((1 : Matrix n n ℂ) ⊗ₖ pauli b) * ((1 : Matrix n n ℂ) ⊗ₖ pauli a)
          + (2 * I) • ((1 : Matrix n n ℂ) ⊗ₖ pauli c) := by
      rw [← mul_kronecker_mul, ← mul_kronecker_mul, h, kronecker_add, kronecker_smul,
        Matrix.one_mul]
    simp only [spin, Matrix.smul_mul, Matrix.mul_smul]
    rw [h']
    module
  refine ⟨lift 0 1 2 ?_, lift 1 2 0 ?_, lift 2 0 1 ?_⟩ <;> ext i j <;>
    fin_cases i <;> fin_cases j <;>
    simp [pauli, Matrix.mul_apply, Fin.sum_univ_succ, Complex.ext_iff] <;> norm_num

omit [Fintype n] in
/-- The adjoint of the raising operator is the lowering operator. -/
theorem raise_herm : (raiseOp n)ᴴ = lowerOp n := by
  simp [raiseOp, lowerOp, conjTranspose_add, conjTranspose_smul, spin_herm, sub_eq_add_neg]
```

By hand, expand $F(A,B) = \mathrm{tr}(\gamma AB) - \mathrm{tr}(\gamma A\gamma B)$. The last trace is symmetric in $A$ and $B$ by cyclicity, so
$$F(A,B) - F(B,A) = \mathrm{tr}(\gamma[A,B]).$$
This is `fluct_swap`, and it holds for any matrix $\gamma$.

```lean
/-- Exchanging the two operators in the exchange-type term changes it by the mean
of their commutator. -/
theorem fluct_swap (γ a b : Matrix (n × Fin 2) (n × Fin 2) ℂ) :
    fluct γ a b - fluct γ b a = trace (γ * (a * b - b * a)) := by
  have h := trace_mul_comm (γ * a) (γ * b)
  simp only [fluct, Matrix.mul_sub, Matrix.sub_mul, Matrix.mul_one, trace_sub,
    ← Matrix.mul_assoc] at h ⊢
  linear_combination -h
```

Since $F$ is linear in each argument, for $c^2 = -1$
$$F(a - cb,\, a + cb) = F(a,a) + F(b,b) + c\,[F(a,b) - F(b,a)].$$

```lean
/-- The exchange-type term of `a - c b` and `a + c b`, with `c² = -1`, expanded in
terms of `a` and `b`. -/
theorem fluct_ladder (γ a b : Matrix (n × Fin 2) (n × Fin 2) ℂ) (c : ℂ) (hc : c ^ 2 = -1) :
    fluct γ (a - c • b) (a + c • b)
      = fluct γ a a + fluct γ b b + c * (fluct γ a b - fluct γ b a) := by
  unfold fluct
  generalize 1 - γ = Q
  simp only [Matrix.mul_sub, Matrix.sub_mul, Matrix.mul_add, Matrix.smul_mul,
    Matrix.mul_smul, trace_sub, trace_add, trace_smul, smul_eq_mul]
  linear_combination (-trace (γ * b * Q * b)) * hc
```

Put $a = s_0$, $b = s_1$ and $c = \pm i$. The bracket is $\mathrm{tr}(\gamma\, i s_2) = i\,\mathrm{tr}(\gamma s_2)$, hence
$$F(s_0,s_0) + F(s_1,s_1) = F(s_\mp, s_\pm) \pm \mathrm{tr}(\gamma s_2).$$

Without the commutator the linear term is lost. If $s_0$ and $s_1$ were replaced by zero, one spin-up electron would give $S_2 = 1/4$, below $m(m+1) = 3/4$.

## Idempotency makes the leftover terms squares

Physically, $\gamma^2 = \gamma$ says that every natural spin orbital has occupation 0 or 1, as in a single determinant. It allows both $\gamma$ and $1-\gamma$ to be doubled. With $X = (1-\gamma)A\gamma$,
$$F(A^\dagger,A) = \mathrm{tr}\big(\gamma\gamma A^\dagger(1-\gamma)(1-\gamma)A\big) = \mathrm{tr}\big(\gamma A^\dagger(1-\gamma)\,(1-\gamma)A\gamma\big) = \mathrm{tr}(X^\dagger X) = L(A) \ge 0.$$
The `calc` block of `fluct_eq_leak` follows this line. The assumption `hP` enters in its first step, directly for $\gamma$ and through `hQ` for $1-\gamma$.

```lean
/-- For a Hermitian idempotent `γ`, `tr(γ A† (1 - γ) A)` is the squared norm of the part
of `A` leading out of the occupied space. -/
theorem fluct_eq_leak {γ : Matrix (n × Fin 2) (n × Fin 2) ℂ} (hH : γ.IsHermitian)
    (hP : γ * γ = γ) (A : Matrix (n × Fin 2) (n × Fin 2) ℂ) :
    fluct γ Aᴴ A = (leak γ A : ℂ) := by
  have hQ : (1 - γ) * (1 - γ) = 1 - γ := by
    linear_combination (norm := noncomm_ring) hP
  have hX : ((1 - γ) * A * γ)ᴴ = γ * Aᴴ * (1 - γ) := by
    rw [conjTranspose_mul, conjTranspose_mul, conjTranspose_sub, conjTranspose_one, hH.eq,
      Matrix.mul_assoc]
  have hF : ∀ X : Matrix (n × Fin 2) (n × Fin 2) ℂ,
      trace (Xᴴ * X) = ((∑ i, ∑ j, ‖X i j‖ ^ 2 : ℝ) : ℂ) := by
    intro X
    simp only [Matrix.trace, Matrix.diag_apply, Matrix.mul_apply, conjTranspose_apply]
    rw [Finset.sum_comm]
    push_cast
    exact Finset.sum_congr rfl fun i _ => Finset.sum_congr rfl fun j _ => Complex.conj_mul' _
  calc trace (γ * Aᴴ * (1 - γ) * A)
      = trace ((γ * γ) * Aᴴ * ((1 - γ) * (1 - γ)) * A) := by rw [hP, hQ]
    _ = trace (γ * (γ * Aᴴ * (1 - γ) * ((1 - γ) * A))) := by simp only [Matrix.mul_assoc]
    _ = trace ((γ * Aᴴ * (1 - γ) * ((1 - γ) * A)) * γ) := trace_mul_comm _ _
    _ = trace (((1 - γ) * A * γ)ᴴ * ((1 - γ) * A * γ)) := by
        rw [hX]; simp only [Matrix.mul_assoc]
    _ = (leak γ A : ℂ) := hF _
```

For a Hermitian matrix that is not idempotent the bound can fail: $\gamma = 2\cdot 1$ on one orbital has $m = 0$ and $S_2 = -3$. That matrix violates the Pauli principle. For fractional occupations between 0 and 1, $F(A^\dagger,A)$ is still nonnegative, being the trace of a product of two positive semidefinite matrices, so the same argument by hand gives the inequality. What changes is the meaning of $S_2$, which is then in general not the squared spin of the state that $\gamma$ came from.

## Hermiticity makes the means real and the projector orthogonal

A density matrix in an orthonormal basis is Hermitian, and together with idempotency this makes $\gamma$ the orthogonal projector onto the occupied space. The derivation uses it twice. The first use is the identity $X^\dagger = \gamma A^\dagger(1-\gamma)$ above, which is `hX` in the code. The second is the reality of the means:
$$\overline{\mathrm{tr}(\gamma s_k)} = \mathrm{tr}(s_k\gamma) = \mathrm{tr}(\gamma s_k), \qquad\text{so}\qquad \mathrm{tr}(\gamma s_k) = r_k.$$

```lean
/-- For Hermitian `γ` the trace `tr(γ s_k)` is real. -/
theorem trace_spin {γ : Matrix (n × Fin 2) (n × Fin 2) ℂ} (hH : γ.IsHermitian) (k : Fin 3) :
    trace (γ * spin n k) = (spinMean γ k : ℂ) := by
  have h : star (trace (γ * spin n k)) = trace (γ * spin n k) := by
    rw [← trace_conjTranspose, conjTranspose_mul, hH.eq, spin_herm, trace_mul_comm]
  exact (Complex.conj_eq_iff_re.1 h).symm
```

An oblique projector can violate the bound. On one orbital, take
$$\gamma = \begin{pmatrix} 2 & 1 \\ -2 & -1 \end{pmatrix}.$$
It satisfies $\gamma^2 = \gamma$ and has $S_2 = 3/4$, but $m = 3/2$, which would require $15/4$.

## The sign of the mean spin selects the ladder operator

Since $s_+^\dagger = s_-$ and $s_2^\dagger = s_2$, the ladder identity and the leakage formula combine into
$$S_2 = r_0^2 + r_1^2 + r_2(r_2 \pm 1) + L(s_2) + L(s_\pm).$$
In `spinSq_decomp` the two signs are the two halves of a conjunction. Each half collects the earlier identities, and `linear_combination` does the final algebra.

```lean
/-- For a Hermitian idempotent `γ`, `spinSq γ` as a sum of mean-spin terms and the leakages of `s_z`
and of a ladder operator, in a raising and a lowering form. -/
theorem spinSq_decomp {γ : Matrix (n × Fin 2) (n × Fin 2) ℂ} (hH : γ.IsHermitian)
    (hP : γ * γ = γ) :
    spinSq γ = ((spinMean γ 0 ^ 2 + spinMean γ 1 ^ 2 + spinMean γ 2 * (spinMean γ 2 + 1)
      + leak γ (spin n 2) + leak γ (raiseOp n) : ℝ) : ℂ) ∧
    spinSq γ = ((spinMean γ 0 ^ 2 + spinMean γ 1 ^ 2 + spinMean γ 2 * (spinMean γ 2 - 1)
      + leak γ (spin n 2) + leak γ (lowerOp n) : ℝ) : ℂ) := by
  have hz := fluct_eq_leak hH hP (spin n 2)
  rw [spin_herm] at hz
  have hs := fluct_swap γ (spin n 0) (spin n 1)
  rw [spin_comm.1, Matrix.mul_smul, trace_smul, trace_spin hH, smul_eq_mul] at hs
  constructor
  · have hl := fluct_eq_leak hH hP (raiseOp n)
    rw [raise_herm] at hl
    have he : fluct γ (lowerOp n) (raiseOp n) = _ :=
      fluct_ladder γ (spin n 0) (spin n 1) I Complex.I_sq
    rw [hl, hs] at he
    simp only [spinSq, Fin.sum_univ_three, trace_spin hH, hz]
    push_cast
    linear_combination -he - (spinMean γ 2 : ℂ) * Complex.I_sq
  · have hl := fluct_eq_leak hH hP (lowerOp n)
    rw [← raise_herm, conjTranspose_conjTranspose, raise_herm] at hl
    have he := fluct_ladder γ (spin n 0) (spin n 1) (-I) (by simp)
    have e1 : spin n 0 - (-I) • spin n 1 = raiseOp n := by simp [raiseOp]
    have e2 : spin n 0 + (-I) • spin n 1 = lowerOp n := by simp [lowerOp, sub_eq_add_neg]
    rw [e1, e2, hl, hs] at he
    simp only [spinSq, Fin.sum_univ_three, trace_spin hH, hz]
    push_cast
    linear_combination -he + (spinMean γ 2 : ℂ) * Complex.I_sq
```

If $r_2 \ge 0$, take the upper sign, so that $r_2(r_2+1) = m(m+1)$. If $r_2 \le 0$, take the lower sign, so that $r_2(r_2-1) = m(m+1)$. All other terms are nonnegative, which proves the bound.

The theorem `spinSq_ge` makes the same case split with `le_total`, and `nlinarith` discards the nonnegative terms. Because `spinSq` is complex-valued, the statement has two parts: the imaginary part vanishes, and the real part satisfies the inequality. The number $m$ appears as the norm of the complex trace.

```lean
/-- For every Hermitian idempotent `γ` the squared spin is real and at least `m (m + 1)`,
where `m = |tr(γ s_z)|`. -/
theorem spinSq_ge {γ : Matrix (n × Fin 2) (n × Fin 2) ℂ} (hH : γ.IsHermitian)
    (hP : γ * γ = γ) :
    (spinSq γ).im = 0 ∧
      ‖trace (γ * spin n 2)‖ * (‖trace (γ * spin n 2)‖ + 1) ≤ (spinSq γ).re := by
  rw [trace_spin hH, Complex.norm_real, Real.norm_eq_abs]
  have hL : ∀ A, 0 ≤ leak γ A := fun A => by unfold leak; positivity
  have hz := hL (spin n 2)
  have hr := hL (raiseOp n)
  have hl := hL (lowerOp n)
  have hx := sq_nonneg (spinMean γ 0)
  have hy := sq_nonneg (spinMean γ 1)
  -- the sign of the mean spin decides which ladder operator is used
  rcases le_total 0 (spinMean γ 2) with h | h
  · rw [abs_of_nonneg h, (spinSq_decomp hH hP).1, Complex.ofReal_im, Complex.ofReal_re]
    exact ⟨rfl, by nlinarith [hx, hy, hz, hr]⟩
  · rw [abs_of_nonpos h, (spinSq_decomp hH hP).2, Complex.ofReal_im, Complex.ofReal_re]
    exact ⟨rfl, by nlinarith [hx, hy, hz, hl]⟩
```

## Tilted spins, down to a single electron

Put one electron in each orbital, all with the normalised spin state $(3/5, 4/5)$. The density matrix is then the identity on orbitals times the projector onto that state.

```lean
/-- One electron in each orbital, all with the same spin direction tilted in the xz plane. -/
def tilted (n : Type*) [DecidableEq n] : Matrix (n × Fin 2) (n × Fin 2) ℂ :=
  (1 : Matrix n n ℂ) ⊗ₖ !![9 / 25, 12 / 25; 12 / 25, 16 / 25]
```

The next theorem confirms both assumptions on $\gamma$ and gives $\mathrm{tr}(\gamma s_2) = -7/50$ per orbital.

```lean
/-- The tilted density matrix is Hermitian and idempotent, and its `tr(γ s_z)` is `-7/50`
per orbital. -/
theorem tilted_witness : (tilted n).IsHermitian ∧ tilted n * tilted n = tilted n ∧
    trace (tilted n * spin n 2) = -(7 / 50) * (Fintype.card n : ℂ) := by
  refine ⟨?_, ?_, ?_⟩
  · have hB : (!![9 / 25, 12 / 25; 12 / 25, 16 / 25] : Matrix (Fin 2) (Fin 2) ℂ)ᴴ
        = !![9 / 25, 12 / 25; 12 / 25, 16 / 25] := by
      ext i j; fin_cases i <;> fin_cases j <;> simp
    rw [Matrix.IsHermitian, tilted, conjTranspose_kronecker, conjTranspose_one, hB]
  · have hB : (!![9 / 25, 12 / 25; 12 / 25, 16 / 25] : Matrix (Fin 2) (Fin 2) ℂ)
        * !![9 / 25, 12 / 25; 12 / 25, 16 / 25] = !![9 / 25, 12 / 25; 12 / 25, 16 / 25] := by
      ext i j; fin_cases i <;> fin_cases j <;>
        norm_num [Matrix.mul_apply, Fin.sum_univ_succ]
    rw [tilted, ← mul_kronecker_mul, Matrix.one_mul, hB]
  · have hB : trace ((!![9 / 25, 12 / 25; 12 / 25, 16 / 25] : Matrix (Fin 2) (Fin 2) ℂ)
        * pauli 2) = -(7 / 25) := by
      have hp : pauli 2 = !![1, 0; 0, -1] := rfl
      rw [hp]
      simp only [Matrix.trace_fin_two, Matrix.mul_apply, Fin.sum_univ_two]
      norm_num
    rw [tilted, spin, Matrix.mul_smul, ← mul_kronecker_mul, Matrix.one_mul, trace_smul,
      trace_kronecker, hB, trace_one, smul_eq_mul]
    ring

end

end DeterminantSpinBound
```

```lean
#print axioms DeterminantSpinBound.spinSq_ge
```

```
'DeterminantSpinBound.spinSq_ge' depends on axioms: [propext, Classical.choice, Quot.sound]
```

With a single orbital this is one electron. By hand, $S_2 = 3/4$ whatever the direction of its spin, while $m = |\cos\theta|/2$ for a spin at angle $\theta$ to the $z$ axis. The bound is attained for a spin along the axis. For the tilted state $m = 7/50$, and the bound is only $399/2500 \approx 0.16$.

## The bound in an unrestricted or generalised Hartree–Fock code

In an unrestricted calculation $\gamma$ has separate blocks $\gamma_\alpha$ and $\gamma_\beta$ with $N_\alpha$ and $N_\beta$ electrons, and the definition becomes
$$S_2 = \Big(\frac{N_\alpha - N_\beta}{2}\Big)^2 + \frac{N_\alpha + N_\beta}{2} - \mathrm{tr}(\gamma_\alpha\gamma_\beta).$$
For $N_\alpha \ge N_\beta$ the excess over $m(m+1)$ is $N_\beta - \mathrm{tr}(\gamma_\alpha\gamma_\beta)$, the familiar spin contamination. It equals $L(s_+)$.

With non-orthogonal atomic orbitals, let $P$ be the density matrix and $S$ the overlap matrix, extended by the identity on spin. The product $PS$ is idempotent but in general not Hermitian. The matrix to which the theorem applies is $\gamma = S^{1/2} P S^{1/2}$. Since $S$ commutes with every $s_k$, using $PS$ in the traces gives the same $S_2$ and $m$. A computed value below $m(m+1)$ by more than rounding therefore means that $\gamma$ is not a Hermitian projector or that the traces were evaluated wrongly. A value that respects the bound does not show that the calculation is correct.
